# Size-independent eigenvalue bounds for Kerker mixing with local screening

**Q:** Suppose I tune a mixing parameter α on a small metal slab and then enlarge the cell. If the preconditioned Jacobian acquires an eigenvalue u with αu > 2, then in the linear regime any error along that mode grows at every step. Kerker's factor assumes uniform screening, while my slab has metal in one place and vacuum in another. What stops u from growing with the cell?

**A:** In a linear model with local screening, u stays bounded as long as the local screening strength does and the preconditioner's own screening parameter is kept fixed. Let L be the discrete −∇², a real symmetric positive semidefinite matrix. Let D be diagonal, with local squared screening wave numbers d_i between d1 and d2, and let s > 0 be the single squared wave number chosen for the preconditioner. Write A = L + D and M = L + s. Where L is invertible, the dielectric operator acting on the potential is L⁻¹A and the Kerker factor is M⁻¹L, so their product is J = M⁻¹A. A fully periodic cell falls outside this reading, because there L sends constant potentials to zero; the bounds below still hold for the matrix M⁻¹A.

An eigenvector x ≠ 0 of J satisfies Ax = uMx. The two quadratic forms are

xᵀAx = xᵀLx + Σ d_i x_i²

xᵀMx = xᵀLx + s Σ x_i²

Set a = min(1, d1/s) and b = max(1, d2/s). Then a ≤ 1 and as ≤ d1, while b ≥ 1 and bs ≥ d2. Since xᵀLx ≥ 0, comparing the terms one by one gives

a xᵀMx ≤ xᵀAx ≤ b xᵀMx.

The eigenvalue equation multiplied by xᵀ reads xᵀAx = u xᵀMx. Because s > 0 and x ≠ 0, xᵀMx is positive, and dividing by it leaves a ≤ u ≤ b. The number of grid points never enters.

**Q:** That bounds eigenvalues. J isn't symmetric, so does it also control the error from step to step?

**A:** Yes, if the error is measured by q(e) = eᵀMe. One step is y = e − αJe. Multiplying by M gives My = Be, where B = M − αA is symmetric. The bounds on xᵀAx give

|xᵀBx| ≤ ρ q(x), with ρ = max(|1 − αa|, |1 − αb|).

Since yᵀBe = q(y), polarisation gives, for every real t,

4t q(y) = (y + te)ᵀB(y + te) − (y − te)ᵀB(y − te)

≤ ρ [q(y + te) + q(y − te)] = 2ρ [q(y) + t² q(e)].

For ρ > 0, take t = ρ and obtain q(y) ≤ ρ² q(e). For ρ = 0, t = 1 gives q(y) ≤ 0, which suffices. After k steps q is at most ρ^(2k) times its initial value. If d1 > 0, α > 0 and αb < 2, then 0 < αa ≤ αb < 2, so ρ < 1.

**Q:** Now show me that the Lean objects are these physical ones.

**A:** The grid is any finite type `n`, with no geometry attached.

```lean
import Mathlib

open Matrix

namespace KerkerInhomogeneous

noncomputable section

variable {n : Type*} [Fintype n] [DecidableEq n]
```

A is `screened L d`, with the profile `d : n → ℝ` on the diagonal.

```lean
/-- The screened operator `L + D`, where `D` is diagonal with the local squared screening
wave numbers `d i`. -/
def screened (L : Matrix n n ℝ) (d : n → ℝ) : Matrix n n ℝ := L + diagonal d
```

M is `kerker L s`. Despite its name, it is the operator to be inverted, not the whole Kerker factor.

```lean
/-- The uniformly screened operator `L + s`, with squared screening wave number `s`; it is
the operator inverted in the Kerker factor `(L + s)⁻¹ L`. -/
def kerker (L : Matrix n n ℝ) (s : ℝ) : Matrix n n ℝ := L + s • (1 : Matrix n n ℝ)
```

The forms xᵀAx and xᵀMx are both instances of `quadForm`.

```lean
/-- The quadratic form `xᵀ A x`. -/
def quadForm (A : Matrix n n ℝ) (x : n → ℝ) : ℝ := x ⬝ᵥ A *ᵥ x
```

J is defined directly as M⁻¹A, which still makes sense when L has a zero mode. Reading it as the Kerker factor times the dielectric operator relies on L being invertible, as above.

```lean
/-- The Kerker-preconditioned Jacobian `(L + s)⁻¹ (L + D)`. -/
def precond (L : Matrix n n ℝ) (d : n → ℝ) (s : ℝ) : Matrix n n ℝ :=
  (kerker L s)⁻¹ * screened L d
```

The mixing step acts on the error, which makes the model linear from the start.

```lean
/-- One step of linearised Kerker mixing with mixing parameter `α`, acting on the error `e`. -/
def mixStep (L : Matrix n n ℝ) (d : n → ℝ) (s α : ℝ) (e : n → ℝ) : n → ℝ :=
  e - α • (precond L d s *ᵥ e)
```

The number ρ is `rate`.

```lean
/-- The factor `max |1 - α min(1, d1/s)| |1 - α max(1, d2/s)|`. -/
def rate (α s d1 d2 : ℝ) : ℝ := max |1 - α * min 1 (d1 / s)| |1 - α * max 1 (d2 / s)|
```

A two-site Laplacian will serve as a concrete case.

```lean
/-- The discrete negative Laplacian of two coupled sites. -/
def dimerLaplacian : Matrix (Fin 2) (Fin 2) ℝ := !![1, -1; -1, 1]
```

**Q:** And what does the main theorem assume?

**A:** `eigenvalue_bounds` takes `L.PosSemidef`, which includes symmetry, together with `0 < s`, the two pointwise bounds on `d`, a nonzero real `x`, and the equation Ax = uMx. It concludes a ≤ u ≤ b. It doesn't require d1 ≥ 0, although a squared screening wave number would normally satisfy that. Nonlocal response, exchange-correlation effects and the nonlinearity of a real SCF map are absent.

**Q:** Does positive semidefiniteness matter, or is it decoration?

**A:** It matters. Take one site with L = −1/2, D = 0 and s = 1. Then M = 1/2 is still positive, but u = −1, below the claimed lower bound 0.

**Q:** Then take me through the proof.

**A:** `form_split` separates the forms, treating M as the screened operator with constant profile s.

```lean
/-- The forms of `L + D` and `L + s` split into the form of `L` and a local screening term. -/
theorem form_split (L : Matrix n n ℝ) (d : n → ℝ) (s : ℝ) (x : n → ℝ) :
    quadForm (screened L d) x = quadForm L x + ∑ i, d i * x i ^ 2 ∧
    quadForm (kerker L s) x = quadForm L x + s * ∑ i, x i ^ 2 := by
  have key : ∀ c : n → ℝ, quadForm (screened L c) x = quadForm L x + ∑ i, c i * x i ^ 2 := by
    intro c
    unfold quadForm screened
    rw [Matrix.add_mulVec, dotProduct_add]
    congr 1
    simp only [dotProduct, Matrix.mulVec_diagonal]
    exact Finset.sum_congr rfl (fun i _ => by ring)
  refine ⟨key d, ?_⟩
  -- L + s is the screened operator for the constant profile s
  have h1 : s • (1 : Matrix n n ℝ) = diagonal (fun _ => s) :=
    Matrix.smul_one_eq_diagonal s
  have h2 : kerker L s = screened L (fun _ => s) := by
    unfold kerker screened
    rw [h1]
  rw [h2, key, Finset.mul_sum]
```

Positivity of xᵀMx comes from one nonzero component of x.

```lean
/-- For positive semidefinite `L` and `s > 0` the form of `L + s` is positive on nonzero
vectors. -/
theorem kerker_form_pos {L : Matrix n n ℝ} (hL : L.PosSemidef) {s : ℝ} (hs : 0 < s)
    {x : n → ℝ} (hx : x ≠ 0) : 0 < quadForm (kerker L s) x := by
  have hl : 0 ≤ quadForm L x := by simpa [quadForm] using hL.dotProduct_mulVec_nonneg x
  obtain ⟨i, hi⟩ := Function.ne_iff.mp hx
  have hi' : x i ≠ 0 := hi
  have hq : 0 < ∑ j, x j ^ 2 :=
    Finset.sum_pos' (fun j _ => sq_nonneg _)
      ⟨i, Finset.mem_univ _, lt_of_le_of_ne (sq_nonneg _) (pow_ne_zero 2 hi').symm⟩
  rw [(form_split L x s x).2]
  have := mul_pos hs hq
  linarith
```

`form_bounds` is the termwise comparison. `S1` and `S2` bound the screening sum, and `nlinarith` adds the products of nonnegative quantities.

```lean
/-- For positive semidefinite `L`, `s > 0` and `d1 ≤ d i ≤ d2`, the form of `L + D` lies between `min(1, d1/s)` and `max(1, d2/s)`
times the form of `L + s`. -/
theorem form_bounds {L : Matrix n n ℝ} (hL : L.PosSemidef) {s d1 d2 : ℝ} (hs : 0 < s)
    {d : n → ℝ} (hd1 : ∀ i, d1 ≤ d i) (hd2 : ∀ i, d i ≤ d2) (x : n → ℝ) :
    min 1 (d1 / s) * quadForm (kerker L s) x ≤ quadForm (screened L d) x ∧
    quadForm (screened L d) x ≤ max 1 (d2 / s) * quadForm (kerker L s) x := by
  have hl : 0 ≤ quadForm L x := by simpa [quadForm] using hL.dotProduct_mulVec_nonneg x
  have hq : 0 ≤ ∑ j, x j ^ 2 := Finset.sum_nonneg (fun j _ => sq_nonneg _)
  -- the local screening term lies between d1 |x|² and d2 |x|²
  have S1 : d1 * ∑ j, x j ^ 2 ≤ ∑ j, d j * x j ^ 2 := by
    rw [Finset.mul_sum]
    exact Finset.sum_le_sum fun i _ => mul_le_mul_of_nonneg_right (hd1 i) (sq_nonneg _)
  have S2 : ∑ j, d j * x j ^ 2 ≤ d2 * ∑ j, x j ^ 2 := by
    rw [Finset.mul_sum]
    exact Finset.sum_le_sum fun i _ => mul_le_mul_of_nonneg_right (hd2 i) (sq_nonneg _)
  have m1 : min 1 (d1 / s) ≤ 1 := min_le_left _ _
  have m2 : min 1 (d1 / s) * s ≤ d1 := (le_div_iff₀ hs).mp (min_le_right _ _)
  have M1 : 1 ≤ max 1 (d2 / s) := le_max_left _ _
  have M2 : d2 ≤ max 1 (d2 / s) * s := (div_le_iff₀ hs).mp (le_max_right _ _)
  rw [(form_split L d s x).1, (form_split L d s x).2]
  constructor
  · nlinarith [mul_nonneg (sub_nonneg.mpr m1) hl, mul_nonneg (sub_nonneg.mpr m2) hq]
  · nlinarith [mul_nonneg (sub_nonneg.mpr M1) hl, mul_nonneg (sub_nonneg.mpr M2) hq]
```

The main theorem takes the dot product with x and cancels the positive form.

```lean
/-- Inhomogeneous screening bound: for positive semidefinite `L`, `s > 0` and
`d1 ≤ d i ≤ d2`, if `(L + D) x = u (L + s) x` with `x ≠ 0`, then
`min(1, d1/s) ≤ u ≤ max(1, d2/s)`, for any number of grid points. -/
theorem eigenvalue_bounds {L : Matrix n n ℝ} (hL : L.PosSemidef) {s d1 d2 : ℝ} (hs : 0 < s)
    {d : n → ℝ} (hd1 : ∀ i, d1 ≤ d i) (hd2 : ∀ i, d i ≤ d2) {x : n → ℝ} (hx : x ≠ 0) {u : ℝ}
    (heq : screened L d *ᵥ x = u • (kerker L s *ᵥ x)) :
    min 1 (d1 / s) ≤ u ∧ u ≤ max 1 (d2 / s) := by
  -- project the eigenvalue equation on x
  have hq : quadForm (screened L d) x = u * quadForm (kerker L s) x := by
    unfold quadForm
    rw [heq, dotProduct_smul, smul_eq_mul]
  have hp := kerker_form_pos hL hs hx
  obtain ⟨h1, h2⟩ := form_bounds hL hs hd1 hd2 x
  rw [hq] at h1 h2
  exact ⟨le_of_mul_le_mul_right h1 hp, le_of_mul_le_mul_right h2 hp⟩
```

To pass to J itself, M must be invertible. A null vector of M would have zero form, contradicting positivity, so MJ = A.

```lean
/-- For positive semidefinite `L` and `s > 0`, the preconditioned Jacobian `J` satisfies `(L + s) J = L + D`. -/
theorem kerker_mul_precond {L : Matrix n n ℝ} (hL : L.PosSemidef) {s : ℝ} (hs : 0 < s)
    (d : n → ℝ) : kerker L s * precond L d s = screened L d := by
  -- a positive form leaves no kernel, so L + s is nonsingular
  have hdet : (kerker L s).det ≠ 0 := by
    intro h
    obtain ⟨v, hv, h0⟩ := Matrix.exists_mulVec_eq_zero_iff.mpr h
    have := kerker_form_pos hL hs hv
    simp [quadForm, h0] at this
  unfold precond
  rw [← Matrix.mul_assoc, Matrix.mul_nonsing_inv _ (isUnit_iff_ne_zero.mpr hdet), Matrix.one_mul]
```

Real eigenvalues of J therefore obey the same bounds.

```lean
/-- For positive semidefinite `L`, `s > 0` and `d1 ≤ d i ≤ d2`, every real eigenvalue `u` of `(L + s)⁻¹ (L + D)` lies in
`[min(1, d1/s), max(1, d2/s)]`. -/
theorem precond_eigenvalue_bounds {L : Matrix n n ℝ} (hL : L.PosSemidef) {s d1 d2 : ℝ}
    (hs : 0 < s) {d : n → ℝ} (hd1 : ∀ i, d1 ≤ d i) (hd2 : ∀ i, d i ≤ d2) {x : n → ℝ}
    (hx : x ≠ 0) {u : ℝ} (h : precond L d s *ᵥ x = u • x) :
    min 1 (d1 / s) ≤ u ∧ u ≤ max 1 (d2 / s) := by
  apply eigenvalue_bounds hL hs hd1 hd2 hx
  rw [← kerker_mul_precond hL hs d, ← Matrix.mulVec_mulVec, h, Matrix.mulVec_smul]
```

The polarisation argument is stated for general matrices. `key` is the inequality in t, and the final case split treats ρ = 0 and ρ > 0.

```lean
omit [DecidableEq n] in
/-- If `ρ ≥ 0`, `B` is symmetric with `|xᵀ B x| ≤ ρ xᵀ M x` for all `x`, and `M y = B e`, then
`yᵀ M y ≤ ρ² eᵀ M e`. -/
theorem energy_contraction {M B : Matrix n n ℝ} (hB : Bᵀ = B) {ρ : ℝ} (hρ : 0 ≤ ρ)
    (hb : ∀ x, |quadForm B x| ≤ ρ * quadForm M x) {y e : n → ℝ} (h : M *ᵥ y = B *ᵥ e) :
    quadForm M y ≤ ρ ^ 2 * quadForm M e := by
  have sym : e ⬝ᵥ B *ᵥ y = y ⬝ᵥ B *ᵥ e := by
    rw [Matrix.dotProduct_mulVec, ← Matrix.mulVec_transpose, hB, dotProduct_comm]
  have hy : y ⬝ᵥ B *ᵥ e = y ⬝ᵥ M *ᵥ y := by rw [h]
  -- polarisation with the vectors y ± t e
  have key : ∀ t : ℝ,
      4 * t * quadForm M y ≤ 2 * ρ * (quadForm M y + t ^ 2 * quadForm M e) := by
    intro t
    have h1 := (abs_le.mp (hb (y + t • e))).2
    have h2 := (abs_le.mp (hb (y - t • e))).1
    simp only [quadForm, Matrix.mulVec_add, Matrix.mulVec_sub, Matrix.mulVec_smul,
      dotProduct_add, add_dotProduct, dotProduct_sub, sub_dotProduct, dotProduct_smul,
      smul_dotProduct, smul_eq_mul] at h1 h2 ⊢
    rw [sym, hy] at h1 h2
    nlinarith [h1, h2]
  rcases hρ.eq_or_lt with h0 | hpos
  · subst h0
    have := key 1
    nlinarith [this]
  · have : ρ * quadForm M y ≤ ρ * (ρ ^ 2 * quadForm M e) := by nlinarith [key ρ]
    exact le_of_mul_le_mul_left this hpos
```

`mixStep_contraction` supplies B and checks its symmetry, its form bound and My = Be. The form bound splits on the sign of α, since multiplying by a negative α reverses inequalities.

```lean
/-- For positive semidefinite `L`, `s > 0` and `d1 ≤ d i ≤ d2`, after one Kerker mixing step
the form `eᵀ (L + s) e` of the error is at most
`rate²` times its previous value. -/
theorem mixStep_contraction {L : Matrix n n ℝ} (hL : L.PosSemidef) {s d1 d2 : ℝ}
    (hs : 0 < s) {d : n → ℝ} (hd1 : ∀ i, d1 ≤ d i) (hd2 : ∀ i, d i ≤ d2) (α : ℝ)
    (e : n → ℝ) :
    quadForm (kerker L s) (mixStep L d s α e) ≤
      rate α s d1 d2 ^ 2 * quadForm (kerker L s) e := by
  have hLt : Lᵀ = L := by
    ext i j
    simpa using hL.1.apply i j
  have hsm : ∀ (A : Matrix n n ℝ) (x : n → ℝ), (α • A) *ᵥ x = α • (A *ᵥ x) := by
    intro A x
    ext i
    simp [Matrix.mulVec, dotProduct, Finset.mul_sum, mul_assoc]
  have r1 : |1 - α * min 1 (d1 / s)| ≤ rate α s d1 d2 := le_max_left _ _
  have r2 : |1 - α * max 1 (d2 / s)| ≤ rate α s d1 d2 := le_max_right _ _
  -- the step solves (L + s) e' = B e with B = (L + s) - α (L + D)
  refine energy_contraction (B := kerker L s - α • screened L d) ?_
    (le_trans (abs_nonneg _) r1) ?_ ?_
  · simp [kerker, screened, hLt, Matrix.transpose_sub, Matrix.transpose_add,
      Matrix.transpose_smul]
  · intro x
    have hB : quadForm (kerker L s - α • screened L d) x =
        quadForm (kerker L s) x - α * quadForm (screened L d) x := by
      unfold quadForm
      rw [Matrix.sub_mulVec, hsm, dotProduct_sub, dotProduct_smul, smul_eq_mul]
    have hQ : 0 ≤ quadForm (kerker L s) x := by
      by_cases hx : x = 0
      · simp [quadForm, hx]
      · exact (kerker_form_pos hL hs hx).le
    obtain ⟨lo, hi⟩ := form_bounds hL hs hd1 hd2 x
    obtain ⟨a1, a2⟩ := abs_le.mp r1
    obtain ⟨b1, b2⟩ := abs_le.mp r2
    have p1 := mul_le_mul_of_nonneg_right a1 hQ
    have p2 := mul_le_mul_of_nonneg_right a2 hQ
    have p3 := mul_le_mul_of_nonneg_right b1 hQ
    have p4 := mul_le_mul_of_nonneg_right b2 hQ
    rw [hB, abs_le]
    rcases le_total 0 α with h | h
    · have q1 := mul_le_mul_of_nonneg_left lo h
      have q2 := mul_le_mul_of_nonneg_left hi h
      constructor <;> nlinarith
    · have q1 := mul_le_mul_of_nonneg_left lo (neg_nonneg.mpr h)
      have q2 := mul_le_mul_of_nonneg_left hi (neg_nonneg.mpr h)
      constructor <;> nlinarith
  · unfold mixStep
    rw [Matrix.mulVec_sub, Matrix.mulVec_smul, Matrix.mulVec_mulVec,
      kerker_mul_precond hL hs d, Matrix.sub_mulVec, hsm]
```

Induction on the number of steps gives the power.

```lean
/-- For positive semidefinite `L`, `s > 0` and `d1 ≤ d i ≤ d2`, after `k` Kerker mixing steps
the form `eᵀ (L + s) e` of the error is at most
`rate^(2k)` times its initial value. -/
theorem mixStep_iterate {L : Matrix n n ℝ} (hL : L.PosSemidef) {s d1 d2 : ℝ}
    (hs : 0 < s) {d : n → ℝ} (hd1 : ∀ i, d1 ≤ d i) (hd2 : ∀ i, d i ≤ d2) (α : ℝ)
    (e : n → ℝ) (k : ℕ) :
    quadForm (kerker L s) ((mixStep L d s α)^[k] e) ≤
      rate α s d1 d2 ^ (2 * k) * quadForm (kerker L s) e := by
  induction k with
  | zero => simp
  | succ k ih =>
    rw [Function.iterate_succ_apply']
    calc quadForm (kerker L s) (mixStep L d s α ((mixStep L d s α)^[k] e))
        ≤ rate α s d1 d2 ^ 2 * quadForm (kerker L s) ((mixStep L d s α)^[k] e) :=
          mixStep_contraction hL hs hd1 hd2 α _
      _ ≤ rate α s d1 d2 ^ 2 * (rate α s d1 d2 ^ (2 * k) * quadForm (kerker L s) e) :=
          mul_le_mul_of_nonneg_left ih (sq_nonneg _)
      _ = rate α s d1 d2 ^ (2 * (k + 1)) * quadForm (kerker L s) e := by ring
```

The condition for ρ < 1 is a separate statement.

```lean
/-- For `s > 0`, `d1 > 0`, `α > 0` and `α max(1, d2/s) < 2` the factor `rate` is below one. -/
theorem rate_lt_one {α s d1 d2 : ℝ} (hs : 0 < s) (hd : 0 < d1) (hα : 0 < α)
    (hα2 : α * max 1 (d2 / s) < 2) : rate α s d1 d2 < 1 := by
  have ha : 0 < min 1 (d1 / s) := lt_min one_pos (div_pos hd hs)
  have hab : min 1 (d1 / s) ≤ max 1 (d2 / s) := le_trans (min_le_left _ _) (le_max_left _ _)
  have h1 := mul_pos hα ha
  have h2 := mul_le_mul_of_nonneg_left hab hα.le
  unfold rate
  apply max_lt <;> rw [abs_lt] <;> constructor <;> linarith
```

**Q:** My vacuum has d1 = 0. Do I still get a convergence rate?

**A:** Not from this estimate. Then a = 0 and ρ ≥ 1. For 0 < α ≤ 2/b the estimate gives ρ = 1, so the error measured by q doesn't grow, but slow modes are not excluded.

**Q:** Does the model reproduce the familiar uniform case?

**A:** Yes. If every d_i equals d0 and Lx = kx, where k is now a squared wave number rather than a step count, then Ax = (k + d0)x and Mx = (k + s)x. Hence u = (k + d0)/(k + s), which is 1 when s = d0.

```lean
/-- For uniform screening `d0`, a mode with `L x = k x` and `k + s ≠ 0` satisfies
`(L + D) x = u (L + s) x` with `u = (k + d0)/(k + s)`. -/
theorem uniform_mode {L : Matrix n n ℝ} {k s : ℝ} (d0 : ℝ) (hks : k + s ≠ 0) {x : n → ℝ}
    (h : L *ᵥ x = k • x) :
    screened L (fun _ => d0) *ᵥ x = ((k + d0) / (k + s)) • (kerker L s *ᵥ x) := by
  have h1 : (s • (1 : Matrix n n ℝ)) *ᵥ x = s • x := by
    ext i
    simp [Matrix.mulVec, dotProduct, Matrix.one_apply]
  have hc : (k + d0) / (k + s) * (k + s) = k + d0 := by field_simp
  ext i
  simp only [screened, kerker, Matrix.add_mulVec, h, h1, Pi.add_apply, Pi.smul_apply,
    Matrix.mulVec_diagonal, smul_eq_mul]
  linear_combination (-(x i)) * hc
```

**Q:** And a case that is truly inhomogeneous?

**A:** Two sites with screening (0, 1) and s = 1. For x = (2, 1), Ax = (1, 0) and Mx = (3, 0), so u = 1/3, inside [0, 1]. This L has a zero mode, so the example illustrates the matrix bound and not a physical dielectric operator. With x normalised to (2, 1)/√5, the forms are xᵀAx = 2/5 and xᵀMx = 6/5. The Lean proof obtains positive semidefiniteness from xᵀLx = (x_0 − x_1)² and checks the equation component by component.

```lean
/-- Two coupled sites with screening `(0, 1)` and `s = 1` meet the hypotheses of the bound
with `d1 = 0`, `d2 = 1`, `x = (2, 1)` and `u = 1/3`. -/
theorem eigenvalue_bounds_witness :
    dimerLaplacian.PosSemidef ∧
    (∀ i, 0 ≤ (![0, 1] : Fin 2 → ℝ) i ∧ (![0, 1] : Fin 2 → ℝ) i ≤ 1) ∧
    (![2, 1] : Fin 2 → ℝ) ≠ 0 ∧
    screened dimerLaplacian ![0, 1] *ᵥ ![2, 1] =
      (1 / 3 : ℝ) • (kerker dimerLaplacian 1 *ᵥ ![2, 1]) := by
  refine ⟨?_, ?_, ?_, ?_⟩
  · refine Matrix.PosSemidef.of_dotProduct_mulVec_nonneg ?_ ?_
    · exact Matrix.IsHermitian.ext fun i j => by
        fin_cases i <;> fin_cases j <;> simp [dimerLaplacian]
    · intro x
      have hx : star x ⬝ᵥ (dimerLaplacian *ᵥ x) = (x 0 - x 1) ^ 2 := by
        simp [dimerLaplacian, Matrix.mulVec, dotProduct, Fin.sum_univ_two]
        ring
      rw [hx]
      exact sq_nonneg _
  · intro i
    fin_cases i <;> simp
  · intro h
    have := congrFun h 0
    simp at this
  · ext i
    fin_cases i <;>
      simp [screened, kerker, dimerLaplacian, Matrix.mulVec, dotProduct, Fin.sum_univ_two,
        Matrix.diagonal_apply] <;> norm_num

end

end KerkerInhomogeneous
```

```lean
#print axioms KerkerInhomogeneous.eigenvalue_bounds
#print axioms KerkerInhomogeneous.mixStep_iterate
#print axioms KerkerInhomogeneous.rate_lt_one
#print axioms KerkerInhomogeneous.uniform_mode
```

```
'KerkerInhomogeneous.eigenvalue_bounds' depends on axioms: [propext, Classical.choice, Quot.sound]
'KerkerInhomogeneous.mixStep_iterate' depends on axioms: [propext, Classical.choice, Quot.sound]
'KerkerInhomogeneous.rate_lt_one' depends on axioms: [propext, Classical.choice, Quot.sound]
'KerkerInhomogeneous.uniform_mode' depends on axioms: [propext, Classical.choice, Quot.sound]
```
